# The interaction energy as a quotient of symmetrized matrix elements

**Q:** Exchange of electrons between two molecules commutes with their full Hamiltonian, but not with the Hamiltonian of the separated molecules. Does the formal statement respect that?

**A:** Yes: commutation is assumed only with the full Hamiltonian. A two-site model shows the situation, with exchange of the sites standing in for exchange of electrons. In the basis of sites 0 and 1, take

\[
H_0=\begin{pmatrix}0&0\\0&1\end{pmatrix},\quad
V=\begin{pmatrix}1&-t\\-t&0\end{pmatrix},\quad
P=\begin{pmatrix}0&1\\1&0\end{pmatrix},
\]

with \(t\) real. The site exchange \(P\) commutes with neither \(H_0\) nor \(V\), but it commutes with \(H=H_0+V\). The reference state \(\varphi=(1,0)\) has \(E_0=0\), and \(\psi=(1,1)\) has \(H\psi=(1-t)\psi\). With \(A=1+P\),

\[
\frac{\langle\varphi,VA\psi\rangle}{\langle\varphi,A\psi\rangle}=\frac{2(1-t)}{2}=1-t=E-E_0 .
\]

Normalising \(\psi\) changes the overlap from \(2\) to \(\sqrt2\) and leaves the ratio alone.

**Q:** What replaces the two sites in general?

**A:** Any complex inner product space `F`. For two molecules, \(H_0\) is the sum of their Hamiltonians, \(V\) the interaction between them, and \(\varphi\) a product of their eigenstates, with \(E_0\) the sum of their energies. The state \(\psi\) is an eigenstate of \(H_0+V\) with energy \(E\), and \(A\) is an antisymmetrizer. Operators are elements of `End ℂ F`, linear maps defined on all of `F`.

```lean
import Mathlib

open Module

namespace SymmetryAdaptedPerturbation

noncomputable section

variable {F : Type*} [NormedAddCommGroup F] [InnerProductSpace ℂ F]
```

**Q:** Molecular Hamiltonians are unbounded.

**A:** `F` need not be complete, so it may be a common domain that contains \(\varphi\) and \(\psi\) and that \(H_0\), \(V\) and \(A\) each map into itself. The Coulomb potentials of point charges do not in general allow this: applying \(1/r\) twice to a function that does not vanish at \(r=0\) gives one that is not square-integrable. As stated, the theorems apply to finite model spaces in which \(H_0\), \(V\) and \(A\) are matrices that meet the hypotheses. The derivations by hand never apply \(V\) twice, and they carry over to Coulomb Hamiltonians, whose domain is preserved by permutations of the electrons.

The quotient gets a name, for an arbitrary state \(\chi\) in the ket:

```lean
/-- The symmetrized interaction energy `⟨φ, V A χ⟩ / ⟨φ, A χ⟩` of a state `χ`, projected on the
reference state `φ`; its domain is `⟨φ, A χ⟩ ≠ 0`. -/
def symEnergy (V A : End ℂ F) (φ χ : F) : ℂ :=
  inner ℂ φ (V (A χ)) / inner ℂ φ (A χ)
```

Putting \(\chi=\varphi\) gives the first-order symmetrized energy. For a unit \(\varphi\), subtracting \(\langle V\rangle=\langle\varphi,V\varphi\rangle\), the first-order energy without exchange, leaves the exchange part:

```lean
/-- The first-order exchange energy `⟨V A⟩ / ⟨A⟩ - ⟨V⟩` in a unit state `φ`;
its domain is `⟨A⟩ ≠ 0`. -/
def firstOrderExchange (V A : End ℂ F) (φ : F) : ℂ :=
  symEnergy V A φ φ - inner ℂ φ (V φ)
```

**Q:** Where does Hermiticity enter?

**A:** It lets \(H_0\) act on the bra. Since \(E_0\) is real,

\[
\langle\varphi,H_0\chi\rangle=\langle H_0\varphi,\chi\rangle=E_0\langle\varphi,\chi\rangle .
\]

`LinearMap.IsSymmetric` is the first equality. Lean's inner product is conjugate-linear in its first argument, hence `Complex.conj_ofReal`.

```lean
/-- If `H0` is Hermitian and `H0 φ = E0 φ`, then `⟨φ, H0 χ⟩ = E0 ⟨φ, χ⟩` for every state `χ`. -/
theorem inner_unperturbed {H0 : End ℂ F} {φ : F} {E0 : ℝ}
    (h0 : LinearMap.IsSymmetric H0) (hφ : H0 φ = (E0 : ℂ) • φ) (χ : F) :
    inner ℂ φ (H0 χ) = (E0 : ℂ) * inner ℂ φ χ := by
  rw [← h0 φ χ, hφ, inner_smul_left, Complex.conj_ofReal]
```

**Q:** And the energy formula itself?

**A:** Because \(A\) commutes with \(H\), \(HA\psi=AH\psi=EA\psi\). Projecting on \(\varphi\) gives

\[
E_0\langle\varphi,A\psi\rangle+\langle\varphi,VA\psi\rangle=E\langle\varphi,A\psi\rangle ,
\]

and we divide by the overlap, assumed nonzero. In the proof, `h` is the eigenvalue equation for \(A\psi\) and `h2` its projection. Neither \(\varphi\) nor \(\psi\) has to be normalised, and \(V\) need not be Hermitian.

```lean
/-- Let `H0` be Hermitian with `H0 φ = E0 φ`, let `A` commute with `H0 + V`, and let
`(H0 + V) ψ = E ψ` with `⟨φ, A ψ⟩ ≠ 0`. Then the interaction energy `E - E0` equals
`⟨φ, V A ψ⟩ / ⟨φ, A ψ⟩`. -/
theorem interaction_energy {H0 V A : End ℂ F} {φ ψ : F} {E0 : ℝ} {E : ℂ}
    (h0 : LinearMap.IsSymmetric H0) (hφ : H0 φ = (E0 : ℂ) • φ)
    (hA : Commute A (H0 + V)) (hψ : (H0 + V) ψ = E • ψ)
    (ho : inner ℂ φ (A ψ) ≠ 0) :
    E - E0 = symEnergy V A φ ψ := by
  -- `A ψ` satisfies the same eigenvalue equation as `ψ`
  have h := LinearMap.congr_fun hA.eq ψ
  rw [End.mul_apply, End.mul_apply, hψ, map_smul, LinearMap.add_apply] at h
  -- project on `φ` and let `H0` act on the bra
  have h2 := congrArg (fun x => inner ℂ φ x) h
  simp only [inner_smul_right, inner_add_right, inner_unperturbed h0 hφ] at h2
  rw [symEnergy, eq_div_iff ho]
  linear_combination h2
```

**Q:** For most molecules an exact \(\psi\) is not available.

**A:** True. The theorem says that the expression is exact at an exact eigenstate; it bounds no error for an approximate one. Symmetry-adapted perturbation theory inserts approximations to \(\psi\), the simplest being \(\varphi\). For unit \(\varphi\) and \(A=1+P\), with \(\langle X\rangle=\langle\varphi,X\varphi\rangle\),

\[
\frac{\langle V\rangle+\langle VP\rangle}{1+\langle P\rangle}-\langle V\rangle
=\frac{\langle VP\rangle-\langle V\rangle\langle P\rangle}{1+\langle P\rangle}.
\]

The condition \(\langle P\rangle\neq-1\) keeps the denominator nonzero. Here \(P\) is any linear map; for electrons it would collect signed permutations. The proof expands both inner products and clears the denominator.

```lean
/-- For a unit state `φ` and `A = 1 + P` with `⟨P⟩ ≠ -1`, the first-order exchange energy is
`(⟨V P⟩ - ⟨V⟩ ⟨P⟩) / (1 + ⟨P⟩)`. -/
theorem firstOrderExchange_one_add (V P : End ℂ F) {φ : F} (hn : ‖φ‖ = 1)
    (hP : inner ℂ φ (P φ) ≠ -1) :
    firstOrderExchange V (1 + P) φ =
      (inner ℂ φ (V (P φ)) - inner ℂ φ (V φ) * inner ℂ φ (P φ)) /
        (1 + inner ℂ φ (P φ)) := by
  have hd : 1 + inner ℂ φ (P φ) ≠ 0 := fun h => hP (by linear_combination h)
  have h1 : inner ℂ φ φ = (1 : ℂ) := by
    rw [inner_self_eq_norm_sq_to_K, hn]
    simp
  rw [firstOrderExchange, symEnergy, LinearMap.add_apply, End.one_apply, map_add,
    inner_add_right, inner_add_right, h1, eq_div_iff hd, sub_mul, div_mul_cancel₀ _ hd]
  ring
```

In the two-site case \(\langle P\rangle=0\) and \(\langle VP\rangle=-t\), so the exchange energy is \(-t\).

**Q:** If \(A\) and \(V\) don't commute, is \(\langle VA\rangle\) ambiguous?

**A:** Not in \(\varphi\). Taking the expectation value of \(AH=HA\) gives

\[
E_0\langle A\rangle+\langle AV\rangle=E_0\langle A\rangle+\langle VA\rangle ,
\]

and the \(E_0\) terms cancel.

```lean
/-- Let `H0` be Hermitian with `H0 φ = E0 φ`, and let `A` commute with `H0 + V`.
Then `⟨φ, V A φ⟩ = ⟨φ, A V φ⟩`. -/
theorem first_order_ordering {H0 V A : End ℂ F} {φ : F} {E0 : ℝ}
    (h0 : LinearMap.IsSymmetric H0) (hφ : H0 φ = (E0 : ℂ) • φ)
    (hA : Commute A (H0 + V)) :
    inner ℂ φ (V (A φ)) = inner ℂ φ (A (V φ)) := by
  have h := LinearMap.congr_fun hA.eq φ
  simp only [End.mul_apply, LinearMap.add_apply, map_add, hφ, map_smul] at h
  -- the `H0` terms on both sides are `E0 ⟨φ, A φ⟩` and cancel
  have h2 := congrArg (fun x => inner ℂ φ x) h
  simp only [inner_smul_right, inner_add_right, inner_unperturbed h0 hφ] at h2
  linear_combination -h2
```

**Q:** Is the first-order energy related to a variational one?

**A:** Yes, if \(A\) is also Hermitian with \(A^2=cA\), as for an antisymmetrizer, where \(c\) depends on its normalisation. Then

\[
\langle A\varphi,A\varphi\rangle=c\langle A\rangle,\qquad
\langle A\varphi,HA\varphi\rangle=c\,(E_0\langle A\rangle+\langle VA\rangle).
\]

These are `hden` and `hnum`. If \(c\) were zero, \(A\varphi\) would vanish, against \(\langle A\rangle\neq0\). The quotient is the Heitler–London energy, \(E_0+\langle VA\rangle/\langle A\rangle\). The identity does not need \(V\) to be Hermitian, but calling the quotient variational does. The proof also uses that \(\varphi\) is an exact eigenstate of \(H_0\); a product of Hartree–Fock determinants is in general not one when \(H_0\) is the sum of the molecular Hamiltonians.

```lean
/-- Let `H0` be Hermitian with `H0 φ = E0 φ`, and let `A` be Hermitian, commute with `H0 + V`,
and satisfy `A² = c A` and `⟨φ, A φ⟩ ≠ 0`. Then the Heitler–London energy, the Rayleigh quotient
of `H0 + V` in `A φ`, is `E0` plus the first-order symmetrized energy. -/
theorem heitler_london_energy {H0 V A : End ℂ F} {φ : F} {E0 : ℝ} {c : ℂ}
    (h0 : LinearMap.IsSymmetric H0) (hφ : H0 φ = (E0 : ℂ) • φ)
    (hA : Commute A (H0 + V)) (hAs : LinearMap.IsSymmetric A) (hAA : A * A = c • A)
    (ho : inner ℂ φ (A φ) ≠ 0) :
    inner ℂ (A φ) ((H0 + V) (A φ)) / inner ℂ (A φ) (A φ) =
      (E0 : ℂ) + symEnergy V A φ φ := by
  have hAA' : A (A φ) = c • A φ := LinearMap.congr_fun hAA φ
  have hcom : A ((H0 + V) (A φ)) = (H0 + V) (A (A φ)) := LinearMap.congr_fun hA.eq (A φ)
  -- move `A` from the bra to the ket in norm and energy
  have hden : inner ℂ (A φ) (A φ) = c * inner ℂ φ (A φ) := by
    rw [hAs φ (A φ), hAA', inner_smul_right]
  have hnum : inner ℂ (A φ) ((H0 + V) (A φ)) =
      c * ((E0 : ℂ) * inner ℂ φ (A φ) + inner ℂ φ (V (A φ))) := by
    rw [hAs φ ((H0 + V) (A φ)), hcom, hAA', map_smul, inner_smul_right,
      LinearMap.add_apply, inner_add_right, inner_unperturbed h0 hφ]
  -- `c = 0` would force `A φ = 0`
  have hc : c ≠ 0 := by
    intro hc0
    rw [hc0, zero_mul] at hden
    have hz : A φ = 0 := inner_self_eq_zero.mp hden
    exact ho (by rw [hz, inner_zero_right])
  rw [hnum, hden, symEnergy, mul_div_mul_left _ _ hc, add_div, mul_div_cancel_right₀ _ ho]
```

**Q:** Can all these hypotheses be met at once?

**A:** The two-site model meets them. `twoSite a b d` is the real symmetric matrix with diagonal \(a,d\) and coupling \(b\), so \(P\) is `twoSite 0 1 0`.

```lean
/-- The operator on a two-site space with real site energies `a`, `d` and real coupling `b`. -/
def twoSite (a b d : ℝ) : End ℂ (EuclideanSpace ℂ (Fin 2)) where
  toFun x := !₂[(a : ℂ) * x 0 + b * x 1, (b : ℂ) * x 0 + d * x 1]
  map_add' x y := by
    ext i
    fin_cases i <;> simp <;> ring
  map_smul' c x := by
    ext i
    fin_cases i <;> simp <;> ring
```

Its Hermiticity follows by writing out the two-term inner product.

```lean
/-- Every two-site operator with real site energies and real coupling is Hermitian. -/
theorem twoSite_isSymmetric (a b d : ℝ) : LinearMap.IsSymmetric (twoSite a b d) := by
  intro x y
  simp [twoSite, PiLp.inner_apply, Fin.sum_univ_two]
  ring
```

The last theorem lists the hypotheses for every real \(t\), with \(c=2\). Its proof first identifies \(1+P\) with `twoSite 1 1 1`, then checks components.

```lean
/-- A two-site model with `H0 = diag(0, 1)`, `V` of site energies `1, 0` and coupling `-t`,
`A = 1 + P` with `P` the exchange of the sites, `φ = (1, 0)` and `ψ = (1, 1)` meets the
hypotheses of `interaction_energy` and `heitler_london_energy`, with `E0 = 0`, `E = 1 - t` and
`c = 2`. -/
theorem interaction_energy_witness (t : ℝ) :
    LinearMap.IsSymmetric (twoSite 0 0 1) ∧
    twoSite 0 0 1 !₂[1, 0] = ((0 : ℝ) : ℂ) • !₂[1, 0] ∧
    Commute (1 + twoSite 0 1 0) (twoSite 0 0 1 + twoSite 1 (-t) 0) ∧
    (twoSite 0 0 1 + twoSite 1 (-t) 0) !₂[1, 1] = (1 - (t : ℂ)) • !₂[1, 1] ∧
    inner ℂ !₂[(1 : ℂ), 0] ((1 + twoSite 0 1 0) !₂[1, 1]) = (2 : ℂ) ∧
    LinearMap.IsSymmetric (1 + twoSite 0 1 0) ∧
    (1 + twoSite 0 1 0) * (1 + twoSite 0 1 0) = (2 : ℂ) • (1 + twoSite 0 1 0) ∧
    inner ℂ !₂[(1 : ℂ), 0] ((1 + twoSite 0 1 0) !₂[1, 0]) = (1 : ℂ) := by
  have hA : 1 + twoSite 0 1 0 = twoSite 1 1 1 := by
    refine LinearMap.ext fun x => ?_
    ext i
    fin_cases i <;> simp [twoSite, add_comm]
  rw [hA]
  refine ⟨twoSite_isSymmetric 0 0 1, ?_, ?_, ?_, ?_, twoSite_isSymmetric 1 1 1, ?_, ?_⟩
  · ext i
    fin_cases i <;> simp [twoSite]
  · refine (commute_iff_eq _ _).mpr (LinearMap.ext fun x => ?_)
    ext i
    fin_cases i <;> simp [twoSite, End.mul_apply] <;> ring
  · ext i
    fin_cases i <;> simp [twoSite] <;> ring
  · simp [twoSite, PiLp.inner_apply, Fin.sum_univ_two]
    norm_num
  · refine LinearMap.ext fun x => ?_
    ext i
    fin_cases i <;> simp [twoSite, End.mul_apply] <;> ring
  · simp [twoSite, PiLp.inner_apply, Fin.sum_univ_two]

end

end SymmetryAdaptedPerturbation
```

```lean
#print axioms SymmetryAdaptedPerturbation.interaction_energy
#print axioms SymmetryAdaptedPerturbation.firstOrderExchange_one_add
#print axioms SymmetryAdaptedPerturbation.first_order_ordering
#print axioms SymmetryAdaptedPerturbation.heitler_london_energy
```

```
'SymmetryAdaptedPerturbation.interaction_energy' depends on axioms: [propext, Classical.choice, Quot.sound]
'SymmetryAdaptedPerturbation.firstOrderExchange_one_add' depends on axioms: [propext, Classical.choice, Quot.sound]
'SymmetryAdaptedPerturbation.first_order_ordering' depends on axioms: [propext, Classical.choice, Quot.sound]
'SymmetryAdaptedPerturbation.heitler_london_energy' depends on axioms: [propext, Classical.choice, Quot.sound]
```

**Q:** So what does it leave to the physics?

**A:** The choice of \(H_0\), \(V\) and \(A\), and the perturbation series beyond first order. The exact interaction energy includes dispersion, but nothing here separates it from the rest, and no convergence is claimed.
